# For a uniform magnetic field, the line integrals of an affine vector potential along a → R → b and a → b differ by the flux through the triangle

The theorem `pathDifference_eq_flux` concerns a vector potential A(r) = M r + a0 in three-dimensional space, with M any real 3 × 3 matrix and a0 a constant vector, so that its curl B is a uniform magnetic field. It says that the line integral of A along the straight segments from a to R and from R to b, minus that along the straight segment from a to b, equals the flux of B through the oriented triangle a, R, b. The flux is written as a double integral over u and v of B · ((R − a) × (b − a)). The proof takes the value B · ((R − a) × (b − a)) / 2 for the left side from an earlier theorem, names the dot product `c`, and tries to compute the double integral as `c / 2` too.

An attempt in Lean 4 with a fault in it:

```lean
import Mathlib

open Matrix

namespace PseudopotentialPathFlux

noncomputable section

/-- Vectors in three-dimensional space. -/
abbrev Vec := Fin 3 → ℝ

/-- The vector potential `A(r) = M r + a0`. -/
def affinePotential (M : Matrix (Fin 3) (Fin 3) ℝ) (a0 : Vec) (r : Vec) : Vec :=
  M *ᵥ r + a0

/-- The uniform magnetic field, the curl of `M r + a0`. -/
def magneticField (M : Matrix (Fin 3) (Fin 3) ℝ) : Vec :=
  ![M 2 1 - M 1 2, M 0 2 - M 2 0, M 1 0 - M 0 1]

/-- The line integral of `A` along the straight segment from `p` to `q`. -/
def lineIntegral (A : Vec → Vec) (p q : Vec) : ℝ :=
  ∫ t in (0 : ℝ)..1, A (p + t • (q - p)) ⬝ᵥ (q - p)

/-- The line integral of `A` along `a → R → b` minus that along `a → b`. -/
def pathDifference (A : Vec → Vec) (a R b : Vec) : ℝ :=
  lineIntegral A a R + lineIntegral A R b - lineIntegral A a b

/-- The surface integral of a field `F` over the oriented triangle `a, R, b`. -/
def triangleFlux (F : Vec → Vec) (a R b : Vec) : ℝ :=
  ∫ u in (0 : ℝ)..1, ∫ v in (0 : ℝ)..(1 - u),
    F (a + u • (R - a) + v • (b - a)) ⬝ᵥ ((R - a) ⨯₃ (b - a))

/-- The integral over the unit interval of a function linear in the parameter. -/
lemma integral_linear (c m : ℝ) : ∫ t in (0 : ℝ)..1, (c + t * m) = c + 1 / 2 * m := by
  have h1 : IntervalIntegrable (fun _ : ℝ => c) MeasureTheory.volume 0 1 :=
    continuous_const.intervalIntegrable _ _
  have h2 : IntervalIntegrable (fun t : ℝ => t * m) MeasureTheory.volume 0 1 :=
    (continuous_id.mul continuous_const).intervalIntegrable _ _
  rw [intervalIntegral.integral_add h1 h2, intervalIntegral.integral_const,
    intervalIntegral.integral_mul_const, integral_id]
  simp only [smul_eq_mul]
  ring

/-- The line integral of `M r + a0` along a segment is its value at the midpoint
dotted with the displacement. -/
theorem lineIntegral_affine (M : Matrix (Fin 3) (Fin 3) ℝ) (a0 p q : Vec) :
    lineIntegral (affinePotential M a0) p q
      = affinePotential M a0 ((1 / 2 : ℝ) • (p + q)) ⬝ᵥ (q - p) := by
  -- along the segment the integrand is linear in the parameter
  have h : ∀ t : ℝ, affinePotential M a0 (p + t • (q - p)) ⬝ᵥ (q - p)
      = affinePotential M a0 p ⬝ᵥ (q - p) + t * ((M *ᵥ (q - p)) ⬝ᵥ (q - p)) := by
    intro t
    simp only [affinePotential, Matrix.mulVec_add, Matrix.mulVec_smul, add_dotProduct,
      smul_dotProduct, smul_eq_mul]
    ring
  have hm : (1 / 2 : ℝ) • (p + q) = p + (1 / 2 : ℝ) • (q - p) := by module
  rw [hm, h (1 / 2)]
  unfold lineIntegral
  simp only [h]
  exact integral_linear _ _

/-- For `A(r) = M r + a0` with curl `B`, the path through `R` and the straight path from `a` to `b`
differ in their line integrals by `B · ((R - a) × (b - a)) / 2`. -/
theorem pathDifference_affine (M : Matrix (Fin 3) (Fin 3) ℝ) (a0 a R b : Vec) :
    pathDifference (affinePotential M a0) a R b
      = magneticField M ⬝ᵥ ((R - a) ⨯₃ (b - a)) / 2 := by
  simp only [pathDifference, lineIntegral_affine, affinePotential, magneticField,
    cross_apply, Matrix.mulVec, dotProduct, Fin.sum_univ_three, Pi.add_apply,
    Pi.sub_apply, Pi.smul_apply, smul_eq_mul, Matrix.cons_val]
  ring

/-- For `A(r) = M r + a0`, the difference of the two line integrals is the flux of the magnetic
field through the triangle `a, R, b`. -/
theorem pathDifference_eq_flux (M : Matrix (Fin 3) (Fin 3) ℝ) (a0 a R b : Vec) :
    pathDifference (affinePotential M a0) a R b
      = triangleFlux (fun _ => magneticField M) a R b := by
  rw [pathDifference_affine]
  unfold triangleFlux
  generalize magneticField M ⬝ᵥ ((R - a) ⨯₃ (b - a)) = c
  -- the inner integral is the width of the triangle at height `u`
  have h : ∀ u : ℝ, (1 - u - 0) * c = c + u * (-c) := fun u => by ring
  simp only [intervalIntegral.integral_const, smul_eq_mul, h]
  rw [integral_linear]
  ring

end

end PseudopotentialPathFlux
```

The compiler's answer:

```
Main.lean:83:6: error: Tactic `rewrite` failed: Did not find an occurrence of the pattern
  ∫ (t : ℝ) in 0..1, ?c + t * ?m
in the target expression
  c / 2 = ∫ (u : ℝ) in 0..1, (1 - u - 0) * magneticField M ⬝ᵥ (crossProduct (R - a)) (b - a)

M : Matrix (Fin 3) (Fin 3) ℝ
a0 a R b : Vec
c : ℝ
h : ∀ (u : ℝ), (1 - u - 0) * c = c + u * -c
⊢ c / 2 = ∫ (u : ℝ) in 0..1, (1 - u - 0) * magneticField M ⬝ᵥ (crossProduct (R - a)) (b - a)
Main.lean:82:59: warning: This simp argument is unused:
  h

Hint: Omit it from the simp argument list.
  [apply] simp only [intervalIntegral.integral_const, smul_eq_mul]

Note: This linter can be disabled with `set_option linter.unusedSimpArgs false`
```

The repair, with which the file compiles:

```diff
@@ -77,8 +77,9 @@
   rw [pathDifference_affine]
   unfold triangleFlux
+  -- the inner integral is the constant integrand times the length `1 - u` of the range of `v`
+  simp only [intervalIntegral.integral_const, smul_eq_mul]
   generalize magneticField M ⬝ᵥ ((R - a) ⨯₃ (b - a)) = c
-  -- the inner integral is the width of the triangle at height `u`
   have h : ∀ u : ℝ, (1 - u - 0) * c = c + u * (-c) := fun u => by ring
-  simp only [intervalIntegral.integral_const, smul_eq_mul, h]
+  simp only [h]
   rw [integral_linear]
   ring
```

Cause. The error says that `rw [integral_linear]` found no integral of the form `?c + t * ?m`. In the goal, `c` stands on the left, but the integral still has the dot product written out.

After `unfold triangleFlux`, the field in the integrand is the constant function `fun _ => magneticField M` still applied to a point that depends on `u` and `v`. `generalize` cannot abstract a term containing these bound variables, so it replaced only the dot product on the left. The later `simp only` reduced the application and did the inner integral, but by then `generalize` had already run. Since `h` is about `c`, it matched nothing, hence the unused-argument warning, and the integrand never took the linear form.

The repair runs `simp only [intervalIntegral.integral_const, smul_eq_mul]` first. The dot product is then free of `u` and `v`, and `generalize` replaces it on both sides. `simp only [h]`, now a separate step after `c` is introduced, gives `c + u * -c`, which `integral_linear` matches. The change of comment is mere tidying.
